# A force-constant block unchanged by the x–y mirror and transposed by a twofold rotation about z has four independent constants

The theorem `isAdmissible_iff` concerns a real 3×3 block of force constants in Cartesian coordinates. It says that the block is unchanged by the mirror exchanging x and y, and turned into its transpose by the twofold rotation about z, exactly when it has rows (m, n, d), (n, m, d) and (−d, −d, l) for some real m, n, d and l. The two symmetry conditions are assumed, not derived from a crystal structure, and nothing else is asked of the block. For the forward direction, the attempt reads off five entries of the two matrix equations, simplifies them with `simp`, and leaves `linarith` to check the block entry by entry. The converse is checked by direct computation.

The failing Lean file:

```lean
import Mathlib

open Matrix

namespace DiamondSecondNeighbour

noncomputable section

/-- Real 3×3 matrices in Cartesian coordinates. -/
abbrev Mat3 := Matrix (Fin 3) (Fin 3) ℝ

/-- The mirror that exchanges the x and y axes. -/
def mirrorXY : Mat3 := !![0, 1, 0; 1, 0, 0; 0, 0, 1]

/-- The twofold rotation about the z axis. -/
def twofoldZ : Mat3 := !![-1, 0, 0; 0, -1, 0; 0, 0, 1]

/-- The force-constant block with the four constants m, n, d and l. -/
def block (m n d l : ℝ) : Mat3 := !![m, n, d; n, m, d; -d, -d, l]

/-- The two conditions on the (1,1,0) block: the mirror leaves it unchanged, and the
twofold rotation turns it into its transpose. -/
def IsAdmissible (F : Mat3) : Prop :=
  mirrorXY * F * mirrorXYᵀ = F ∧ twofoldZ * F * twofoldZᵀ = Fᵀ

/-- A block satisfies the mirror and rotation conditions exactly when it has the
four-constant form. -/
theorem isAdmissible_iff (F : Mat3) :
    IsAdmissible F ↔ ∃ m n d l, F = block m n d l := by
  constructor
  · rintro ⟨h1, h2⟩
    -- five entries of the two matrix equations carry all the information
    have a := congrFun (congrFun h1 0) 0
    have b := congrFun (congrFun h1 0) 1
    have c := congrFun (congrFun h1 0) 2
    have e := congrFun (congrFun h2 0) 2
    have f := congrFun (congrFun h2 1) 2
    simp [mirrorXY, Matrix.mul_apply, Fin.sum_univ_three] at a b c
    simp [twofoldZ, Matrix.mul_apply, Fin.sum_univ_three] at e f
    refine ⟨F 0 0, F 0 1, F 0 2, F 2 2, ?_⟩
    ext i j
    fin_cases i <;> fin_cases j <;> simp [block] <;> linarith
  · rintro ⟨m, n, d, l, rfl⟩
    constructor <;> ext i j <;> fin_cases i <;> fin_cases j <;>
      simp [block, mirrorXY, twofoldZ, Matrix.mul_apply, Fin.sum_univ_three]

end

end DiamondSecondNeighbour
```

Lean reports:

```
Main.lean:42:53: error: linarith failed to find a contradiction
case mp.«1».«0».h1
F : Mat3
h1 : mirrorXY * F * mirrorXYᵀ = F
h2 : twofoldZ * F * twofoldZᵀ = Fᵀ
a : (![0, 1, 0] ᵥ* F) 1 = F 0 0
b : (![0, 1, 0] ᵥ* F) 0 = F 0 1
c : (![0, 1, 0] ᵥ* F) 2 = F 0 2
e : (![-1, 0, 0] ᵥ* F) 2 = F 2 0
f : (![0, -1, 0] ᵥ* F) 2 = F 2 1
a✝ : F 1 0 < F 0 1
⊢ False
failed
Main.lean:42:53: error: linarith failed to find a contradiction
case mp.«1».«1».h1
F : Mat3
h1 : mirrorXY * F * mirrorXYᵀ = F
h2 : twofoldZ * F * twofoldZᵀ = Fᵀ
a : (![0, 1, 0] ᵥ* F) 1 = F 0 0
b : (![0, 1, 0] ᵥ* F) 0 = F 0 1
c : (![0, 1, 0] ᵥ* F) 2 = F 0 2
e : (![-1, 0, 0] ᵥ* F) 2 = F 2 0
f : (![0, -1, 0] ᵥ* F) 2 = F 2 1
a✝ : F 1 1 < F 0 0
⊢ False
failed
Main.lean:42:53: error: linarith failed to find a contradiction
case mp.«1».«2».h1
F : Mat3
h1 : mirrorXY * F * mirrorXYᵀ = F
h2 : twofoldZ * F * twofoldZᵀ = Fᵀ
a : (![0, 1, 0] ᵥ* F) 1 = F 0 0
b : (![0, 1, 0] ᵥ* F) 0 = F 0 1
c : (![0, 1, 0] ᵥ* F) 2 = F 0 2
e : (![-1, 0, 0] ᵥ* F) 2 = F 2 0
f : (![0, -1, 0] ᵥ* F) 2 = F 2 1
a✝ : F 1 2 < F 0 2
⊢ False
failed
Main.lean:42:53: error: linarith failed to find a contradiction
case mp.«2».«0».h1
F : Mat3
h1 : mirrorXY * F * mirrorXYᵀ = F
h2 : twofoldZ * F * twofoldZᵀ = Fᵀ
a : (![0, 1, 0] ᵥ* F) 1 = F 0 0
b : (![0, 1, 0] ᵥ* F) 0 = F 0 1
c : (![0, 1, 0] ᵥ* F) 2 = F 0 2
e : (![-1, 0, 0] ᵥ* F) 2 = F 2 0
f : (![0, -1, 0] ᵥ* F) 2 = F 2 1
a✝ : F 2 0 < -F 0 2
⊢ False
failed
Main.lean:42:53: error: linarith failed to find a contradiction
case mp.«2».«1».h1
F : Mat3
h1 : mirrorXY * F * mirrorXYᵀ = F
h2 : twofoldZ * F * twofoldZᵀ = Fᵀ
a : (![0, 1, 0] ᵥ* F) 1 = F 0 0
b : (![0, 1, 0] ᵥ* F) 0 = F 0 1
c : (![0, 1, 0] ᵥ* F) 2 = F 0 2
e : (![-1, 0, 0] ᵥ* F) 2 = F 2 0
f : (![0, -1, 0] ᵥ* F) 2 = F 2 1
a✝ : F 2 1 < -F 0 2
⊢ False
failed
```

Diagnosis. All five errors are `linarith` failures in the forward direction, one for each entry of the block that needs the symmetry conditions. The facts it needed were there, but in a form it could not use. After `simp`, hypothesis `b`, for instance, reads `(![0, 1, 0] ᵥ* F) 0 = F 0 1`. The left side is an entry of a row vector times `F`, and it equals `F 1 0`, but `simp` had left the product `ᵥ*` unexpanded. `linarith` does not work out such products, so it treated the left side as an unknown unrelated to `F 1 0` and could not prove that `F 1 0` equals `F 0 1`. The other four entries failed in the same way.

The repair adds `Matrix.vecMul` and `dotProduct` to both `simp` calls. These unfold the product into a sum over three indices, which `Fin.sum_univ_three`, already in the list, writes out. The zeros and ones then simplify away, leaving linear equations between entries of `F`, such as `F 1 0 = F 0 1`, from which `linarith` can prove all five goals.

The repair, with which the file compiles:

```diff
@@ -36,6 +36,8 @@
     have e := congrFun (congrFun h2 0) 2
     have f := congrFun (congrFun h2 1) 2
-    simp [mirrorXY, Matrix.mul_apply, Fin.sum_univ_three] at a b c
-    simp [twofoldZ, Matrix.mul_apply, Fin.sum_univ_three] at e f
+    simp [mirrorXY, Matrix.mul_apply, Matrix.vecMul, dotProduct,
+      Fin.sum_univ_three] at a b c
+    simp [twofoldZ, Matrix.mul_apply, Matrix.vecMul, dotProduct,
+      Fin.sum_univ_three] at e f
     refine ⟨F 0 0, F 0 1, F 0 2, F 2 2, ?_⟩
     ext i j
```
